# Residual over gap bounds the overlap of a trial block with unwanted eigenvectors

## Matrices, norms and the gap

Let \(A\) be a Hermitian matrix of finite size. The columns of \(W\) are orthonormal exact eigenvectors that we don't want in our trial space:

\[
AW = W\Lambda,\qquad W^*W = 1,\qquad \Lambda=\mathrm{diag}(\lambda_i)\ \text{real}.
\]

The columns of \(V\) are trial vectors, with real approximate eigenvalues \(\theta_j\) collected in the diagonal matrix \(\Theta\). The residual is \(R = AV - V\Theta\). The norm is the Frobenius norm, \(\|M\|^2=\sum_{ij}|M_{ij}|^2=\operatorname{tr}(M^*M)\).

The entry \((W^*V)_{ij}\) is the amplitude of unwanted eigenvector \(i\) in trial vector \(j\), so \(\|W^*V\|\) measures the contamination of the block. The gap condition is \(|\lambda_i-\theta_j|\ge d>0\) for all \(i,j\): no approximate eigenvalue lies close to an unwanted level.

## The bound and its derivation

The claim is \(\|W^*V\|\le\|R\|/d\).

The adjoint of the eigenvalue equation is \(W^*A=\Lambda W^*\), because \(A\) is Hermitian and \(\Lambda\) is real. Hence

\[
W^*R=\Lambda W^*V-W^*V\Theta,\qquad (W^*R)_{ij}=(\lambda_i-\theta_j)(W^*V)_{ij}.
\]

Squaring the moduli, using the gap and summing gives \(d^2\|W^*V\|^2\le\|W^*R\|^2\).

Now let \(S=R-WW^*R\). Since \(W^*W=1\), we have \(W^*S=0\), and therefore

\[
S^*S=R^*S=R^*R-(W^*R)^*(W^*R).
\]

The trace gives \(\|R\|^2=\|W^*R\|^2+\|S\|^2\), so \(\|W^*R\|\le\|R\|\). Together, \(d\|W^*V\|\le\|R\|\).

## Weight left in the complement

Suppose that \(WW^*+UU^*=1\) and that \(V\) has \(q\) orthonormal columns. Inserting this identity into \(V^*V=1\) and taking the trace gives \(q=\|W^*V\|^2+\|U^*V\|^2\), hence

\[
\|U^*V\|^2\ge q-(\|R\|/d)^2 .
\]

If \(W\) holds all the unwanted eigenvectors, the left side is the weight of the block in the wanted space.

## A two-level case with equality

Take \(A=\mathrm{diag}(0,g)\) with \(g>0\), the unwanted vector \((0,1)\), the trial vector \((c,s)\) with real \(c^2+s^2=1\), and \(\theta=0\). The overlap is \(|s|\). The residual is \((0,gs)\), of norm \(g|s|\). With \(d=g\) both sides of the bound equal \(|s|\). Here \(\theta\) is the exact lower level; the Ritz value of this vector would be \(gs^2\).

## What the statement covers

In block eigensolvers for a finite Hermitian matrix, such as an electronic Hamiltonian in an orthonormal basis, the bound turns a computable residual into a limit on contamination, provided that a gap \(d\) is known. The gap is assumed, and it involves exact eigenvalues, so it must come from separate information about the spectrum. Generalised problems with an overlap matrix and rounding errors are not treated.

In `contamination_le`, the finite index types `n`, `p` and `q` label basis functions, unwanted eigenvectors and trial vectors. `Wᴴ` is \(W^*\), `levels lam` is \(\Lambda\), `residual A V th` is \(R\), and `hgap` is the gap condition. The numbers `th` are arbitrary reals, not necessarily Ritz values, and `V` need not be orthonormal. Orthonormality enters as `hV` in `captured_weight_ge`, where `hWU` is the resolution of the identity; the columns of `U` are not separately required to be orthonormal.

## The Lean file

```lean
import Mathlib

open Matrix

namespace RitzContamination

noncomputable section

variable {n p q r : Type*} [Fintype n] [Fintype p] [Fintype q] [Fintype r]
  [DecidableEq p] [DecidableEq q]

/-- The squared Frobenius norm: the sum of the squared moduli of all entries. -/
def frobSq {m k : Type*} [Fintype m] [Fintype k] (M : Matrix m k ℂ) : ℝ :=
  ∑ i, ∑ j, Complex.normSq (M i j)

/-- The Frobenius norm of a complex matrix. -/
def frobNorm {m k : Type*} [Fintype m] [Fintype k] (M : Matrix m k ℂ) : ℝ :=
  Real.sqrt (frobSq M)

/-- The diagonal matrix of a list of real energies. -/
def levels {k : Type*} [DecidableEq k] (lam : k → ℝ) : Matrix k k ℂ :=
  diagonal fun i => (lam i : ℂ)

/-- The block residual `A V - V Θ` of trial vectors `V` with approximate eigenvalues `th`. -/
def residual (A : Matrix n n ℂ) (V : Matrix n q ℂ) (th : q → ℝ) : Matrix n q ℂ :=
  A * V - V * levels th

theorem frobSq_nonneg {m k : Type*} [Fintype m] [Fintype k] (M : Matrix m k ℂ) :
    0 ≤ frobSq M :=
  Finset.sum_nonneg fun _ _ => Finset.sum_nonneg fun _ _ => Complex.normSq_nonneg _

/-- The squared Frobenius norm of `M` is the trace of `M* M`. -/
theorem frobSq_eq_trace {m k : Type*} [Fintype m] [Fintype k] (M : Matrix m k ℂ) :
    ((frobSq M : ℝ) : ℂ) = trace (Mᴴ * M) := by
  simp only [frobSq, Matrix.trace, Matrix.diag_apply, Matrix.mul_apply,
    Matrix.conjTranspose_apply, Complex.ofReal_sum]
  rw [Finset.sum_comm]
  refine Finset.sum_congr rfl fun j _ => Finset.sum_congr rfl fun i _ => ?_
  rw [Complex.normSq_eq_conj_mul_self]
  rfl

omit [DecidableEq q] in
/-- Pythagoras for a block of vectors `R`: its squared norm is that of its coefficients along
the orthonormal columns of `W` plus that of the remainder. -/
theorem frobSq_pythagoras (W : Matrix n p ℂ) (R : Matrix n q ℂ) (hW : Wᴴ * W = 1) :
    frobSq (Wᴴ * R) + frobSq (R - W * (Wᴴ * R)) = frobSq R := by
  -- the remainder is orthogonal to every column of W
  have h1 : Wᴴ * (R - W * (Wᴴ * R)) = 0 := by
    rw [Matrix.mul_sub, ← Matrix.mul_assoc Wᴴ W, hW, Matrix.one_mul, sub_self]
  have h2 : (R - W * (Wᴴ * R))ᴴ * (R - W * (Wᴴ * R))
      = Rᴴ * R - (Wᴴ * R)ᴴ * (Wᴴ * R) := by
    rw [conjTranspose_sub, conjTranspose_mul W, Matrix.sub_mul, Matrix.mul_assoc _ Wᴴ, h1,
      Matrix.mul_zero, sub_zero, Matrix.mul_sub, conjTranspose_mul Wᴴ,
      conjTranspose_conjTranspose, Matrix.mul_assoc Rᴴ W]
  apply Complex.ofReal_injective
  rw [Complex.ofReal_add, frobSq_eq_trace, frobSq_eq_trace, frobSq_eq_trace, h2,
    Matrix.trace_sub]
  ring

/-- Projected on exact eigenvectors of a Hermitian matrix, the residual is the overlap matrix with
each entry multiplied by the difference between exact and approximate eigenvalue. -/
theorem projected_residual_apply (A : Matrix n n ℂ) (W : Matrix n p ℂ) (V : Matrix n q ℂ)
    (lam : p → ℝ) (th : q → ℝ) (hA : A.IsHermitian) (hAW : A * W = W * levels lam)
    (i : p) (j : q) :
    (Wᴴ * residual A V th) i j = ((lam i - th j : ℝ) : ℂ) * (Wᴴ * V) i j := by
  have hl : (levels lam)ᴴ = levels lam := by
    unfold levels
    rw [diagonal_conjTranspose]
    congr 1
    funext k
    simp
  -- the adjoint of the eigenvalue equation
  have hWA : Wᴴ * A = levels lam * Wᴴ := by
    have h := congrArg conjTranspose hAW
    rw [conjTranspose_mul, conjTranspose_mul, hA.eq, hl] at h
    exact h
  rw [residual, Matrix.mul_sub, ← Matrix.mul_assoc Wᴴ A V, ← Matrix.mul_assoc Wᴴ V, hWA,
    Matrix.mul_assoc (levels lam) Wᴴ V]
  simp only [levels, Matrix.sub_apply, Matrix.diagonal_mul, Matrix.mul_diagonal]
  push_cast
  ring

/-- Contamination bound for a Hermitian matrix `A`: if the exact eigenvalues `lam` of the
orthonormal unwanted eigenvectors `W` are at least `d` away from all approximate eigenvalues `th`,
the overlap of the trial block `V` with `W` is at most the residual norm divided by `d`. -/
theorem contamination_le (A : Matrix n n ℂ) (W : Matrix n p ℂ) (V : Matrix n q ℂ)
    (lam : p → ℝ) (th : q → ℝ) (d : ℝ) (hA : A.IsHermitian) (hW : Wᴴ * W = 1)
    (hAW : A * W = W * levels lam) (hd : 0 < d) (hgap : ∀ i j, d ≤ |lam i - th j|) :
    frobNorm (Wᴴ * V) ≤ frobNorm (residual A V th) / d := by
  -- the gap bounds the projected residual from below, entry by entry
  have h1 : frobSq (Wᴴ * V) * d ^ 2 ≤ frobSq (Wᴴ * residual A V th) := by
    unfold frobSq
    rw [Finset.sum_mul]
    refine Finset.sum_le_sum fun i _ => ?_
    rw [Finset.sum_mul]
    refine Finset.sum_le_sum fun j _ => ?_
    rw [projected_residual_apply A W V lam th hA hAW, Complex.normSq_mul,
      Complex.normSq_ofReal, mul_comm]
    have hsq : d ^ 2 ≤ (lam i - th j) * (lam i - th j) := by
      have h := pow_le_pow_left₀ hd.le (hgap i j) 2
      rw [sq_abs] at h
      linarith [sq (lam i - th j)]
    exact mul_le_mul_of_nonneg_right hsq (Complex.normSq_nonneg _)
  -- projecting on orthonormal vectors cannot increase the norm
  have h2 := frobSq_pythagoras W (residual A V th) hW
  have h3 := frobSq_nonneg (residual A V th - W * (Wᴴ * residual A V th))
  rw [le_div_iff₀ hd]
  unfold frobNorm
  apply Real.le_sqrt_of_sq_le
  rw [mul_pow, Real.sq_sqrt (frobSq_nonneg _)]
  linarith

/-- Captured weight, for a Hermitian matrix `A` and under the gap condition `hgap`: if `U` completes
the orthonormal unwanted eigenvectors `W` to a resolution of the identity, orthonormal trial vectors
`V` have squared overlap with `U` of at least their number minus the squared ratio of residual norm
to gap. -/
theorem captured_weight_ge [DecidableEq n] (A : Matrix n n ℂ) (W : Matrix n p ℂ) (U : Matrix n r ℂ)
    (V : Matrix n q ℂ) (lam : p → ℝ) (th : q → ℝ) (d : ℝ) (hA : A.IsHermitian)
    (hW : Wᴴ * W = 1) (hWU : W * Wᴴ + U * Uᴴ = 1) (hV : Vᴴ * V = 1)
    (hAW : A * W = W * levels lam) (hd : 0 < d) (hgap : ∀ i j, d ≤ |lam i - th j|) :
    (Fintype.card q : ℝ) - (frobNorm (residual A V th) / d) ^ 2 ≤ frobNorm (Uᴴ * V) ^ 2 := by
  -- insert the resolution of the identity between V* and V
  have hsplit : Vᴴ * V = (Wᴴ * V)ᴴ * (Wᴴ * V) + (Uᴴ * V)ᴴ * (Uᴴ * V) := by
    calc Vᴴ * V = Vᴴ * ((W * Wᴴ + U * Uᴴ) * V) := by rw [hWU, Matrix.one_mul]
      _ = _ := by
        simp only [conjTranspose_mul, conjTranspose_conjTranspose, Matrix.add_mul,
          Matrix.mul_add, Matrix.mul_assoc]
  have hcard : (Fintype.card q : ℝ) = frobSq (Wᴴ * V) + frobSq (Uᴴ * V) := by
    apply Complex.ofReal_injective
    rw [Complex.ofReal_add, frobSq_eq_trace (Wᴴ * V), frobSq_eq_trace (Uᴴ * V),
      ← Matrix.trace_add, ← hsplit, hV, Matrix.trace_one]
    simp
  have hmain := pow_le_pow_left₀ (Real.sqrt_nonneg _)
    (contamination_le A W V lam th d hA hW hAW hd hgap) 2
  have hw : frobNorm (Wᴴ * V) ^ 2 = frobSq (Wᴴ * V) := Real.sq_sqrt (frobSq_nonneg _)
  have hu : frobNorm (Uᴴ * V) ^ 2 = frobSq (Uᴴ * V) := Real.sq_sqrt (frobSq_nonneg _)
  have hm : frobNorm (Wᴴ * V) ^ 2 ≤ (frobNorm (residual A V th) / d) ^ 2 := hmain
  linarith

/-- A two-level Hamiltonian with energies `0` and `g`. -/
def twoLevel (g : ℝ) : Matrix (Fin 2) (Fin 2) ℂ := !![0, 0; 0, (g : ℂ)]

/-- The single trial vector with real amplitudes `c` and `s` on the two levels. -/
def trial (c s : ℝ) : Matrix (Fin 2) (Fin 1) ℂ := !![(c : ℂ); (s : ℂ)]

/-- A normalised trial vector has orthonormal columns (here, one column of unit length). -/
theorem trial_orthonormal (c s : ℝ) (h : c ^ 2 + s ^ 2 = 1) :
    (trial c s)ᴴ * trial c s = 1 := by
  have h' : (c : ℂ) * c + s * s = 1 := by
    have h0 : c * c + s * s = 1 := by linarith [sq c, sq s]
    exact_mod_cast h0
  ext i j
  fin_cases i
  fin_cases j
  simpa [trial, Matrix.mul_apply, Fin.sum_univ_succ] using h'

/-- The two-level Hamiltonian with `g > 0` is Hermitian and has the unit vector `(0, 1)` as an
eigenvector with eigenvalue `g`. For a normalised trial vector `(c, s)` and approximate eigenvalue
`0`, the overlap with the upper level is `|s|` and the residual norm is `g |s|`. -/
theorem contamination_sharp_witness (c s g : ℝ) (hg : 0 < g) (hcs : c ^ 2 + s ^ 2 = 1) :
    (twoLevel g).IsHermitian ∧ (trial 0 1)ᴴ * trial 0 1 = 1 ∧
    (trial c s)ᴴ * trial c s = 1 ∧
    twoLevel g * trial 0 1 = trial 0 1 * levels (fun _ : Fin 1 => g) ∧
    frobNorm ((trial 0 1)ᴴ * trial c s) = |s| ∧
    frobNorm (residual (twoLevel g) (trial c s) (fun _ => 0)) = g * |s| := by
  refine ⟨?_, trial_orthonormal 0 1 (by norm_num), trial_orthonormal c s hcs, ?_, ?_, ?_⟩
  · ext i j
    fin_cases i <;> fin_cases j <;> simp [twoLevel]
  · have hent : ∀ (i : Fin 2) (j : Fin 1),
        (trial 0 1 * levels (fun _ : Fin 1 => g)) i j = trial 0 1 i j * (g : ℂ) :=
      fun i j => Matrix.mul_diagonal (fun _ : Fin 1 => (g : ℂ)) (trial 0 1) i j
    ext i j
    refine Eq.trans ?_ (hent i j).symm
    fin_cases i <;> fin_cases j <;>
      simp [twoLevel, trial, Matrix.mul_apply, Fin.sum_univ_succ]
  · have h : frobSq ((trial 0 1)ᴴ * trial c s) = s * s := by
      simp [frobSq, trial, Matrix.mul_apply, Fin.sum_univ_succ, Complex.normSq_ofReal]
    rw [frobNorm, h, Real.sqrt_mul_self_eq_abs]
  · -- the residual lies entirely along the upper level
    have e : residual (twoLevel g) (trial c s) (fun _ => 0) = trial 0 (g * s) := by
      ext i j
      fin_cases i <;> fin_cases j <;>
        simp [residual, twoLevel, trial, levels]
    have h : ∀ b : ℝ, frobSq (trial 0 b) = b * b := by
      intro b
      simp [frobSq, trial, Fin.sum_univ_succ, Complex.normSq_ofReal]
    rw [e, frobNorm, h, Real.sqrt_mul_self_eq_abs, abs_mul, abs_of_pos hg]

end

end RitzContamination
```

```lean
#print axioms RitzContamination.contamination_le
#print axioms RitzContamination.captured_weight_ge
```

```
'RitzContamination.contamination_le' depends on axioms: [propext, Classical.choice, Quot.sound]
'RitzContamination.captured_weight_ge' depends on axioms: [propext, Classical.choice, Quot.sound]
```

## How the proof follows the derivation

`frobSq_eq_trace` identifies the sum of squared moduli with the trace. `frobSq_pythagoras` uses it to split the norm of \(R\): its `h1` is \(W^*S=0\), and its `h2` is the formula for \(S^*S\).

`projected_residual_apply` takes the adjoint of the eigenvalue equation in `hWA` and reads off the entries of \(W^*R\). In `contamination_le`, `h1` compares the two double sums term by term with `Finset.sum_le_sum`. Then `h2` and `h3` supply Pythagoras and the non-negative remainder, and `linarith` combines the squared inequalities after `Real.le_sqrt_of_sq_le` has removed the root.

In `captured_weight_ge`, `hsplit` inserts the resolution of the identity and `hcard` takes its trace; the squared contamination bound does the rest.

`contamination_sharp_witness` checks the Hermiticity, normalisation and eigenvector conditions of the two-level case and computes its two norms. Equality in the bound follows by setting \(d=g\), for which the gap condition reads \(g\le|g-0|\).
